# With a fourth derivative bounded by M, the endpoint-matched cubic errs by at most M/384 on a damping segment

Let $E(x)$ be the energy at mixing parameter $x\in[0,1]$, with $x=0$ the old density and $x=1$ the new one. Throughout, "density" means the one-particle density matrix. Derivatives are taken within the interval, so they are one-sided at its ends: `derivWithin E (Icc 0 1)` is $E'$ and `iteratedDerivWithin 4 E (Icc 0 1)` is $E''''$. What happens when a hypothesis is weakened is argued in the prose only.

In Lean 4 with Mathlib:

```lean
import Mathlib

open Set

namespace CubicLineSearch

noncomputable section
```

All polynomials are written through one function of degree at most four, with coefficients $c_0,\dots,c_4$.

```lean
/-- The polynomial of degree at most four with the given coefficients. -/
def quartic (c0 c1 c2 c3 c4 x : ℝ) : ℝ :=
  c0 + c1 * x + c2 * x ^ 2 + c3 * x ^ 3 + c4 * x ^ 4
```

The model $p$ is the cubic with energies $a,b$ and slopes $s,t$ at $x=0,1$:
$$p(x)=a+sx+\bigl(3(b-a)-2s-t\bigr)x^2+\bigl(s+t-2(b-a)\bigr)x^3 .$$

```lean
/-- The cubic built from energies `a`, `b` and slopes `s`, `t` at the ends of `[0,1]`. -/
def hermiteCubic (a b s t : ℝ) : ℝ → ℝ :=
  quartic a s (3 * (b - a) - 2 * s - t) (s + t - 2 * (b - a)) 0
```

`lineSearchCubic E` takes these four numbers from $E$ itself.

```lean
/-- The cubic model of an energy profile `E`, built from its energies and one-sided slopes
at the ends of `[0,1]`. -/
def lineSearchCubic (E : ℝ → ℝ) : ℝ → ℝ :=
  hermiteCubic (E 0) (E 1) (derivWithin E (Icc 0 1) 0) (derivWithin E (Icc 0 1) 1)
```

## Exact energies and slopes at both ends

Both energies and both directional derivatives are assumed to be known without error, an idealisation of a numerical calculation. They fix the cubic. The data at $0$ give $c_0=a$ and $c_1=s$; those at $1$ give $c_2+c_3=b-a-s$ and $2c_2+3c_3=t-s$, whose solution is the pair of coefficients above.

`matches_iff_eq_hermiteCubic` states this in both directions: a cubic has the endpoint data exactly when it is `hermiteCubic a b s t`. Its proof reads the slopes from `hasDerivAt_quartic` and solves the linear equations.

If the slope at $1$ is wrong by $\delta$, the model shifts by $\delta(x^3-x^2)$, an error that $M$ does not control.

```lean
/-- The derivative of a quartic, written again in terms of its coefficients. -/
theorem hasDerivAt_quartic (c0 c1 c2 c3 c4 x : ℝ) :
    HasDerivAt (quartic c0 c1 c2 c3 c4) (quartic c1 (2 * c2) (3 * c3) (4 * c4) 0 x) x := by
  have h := ((((hasDerivAt_const x c0).fun_add ((hasDerivAt_id' x).const_mul c1)).fun_add
    ((hasDerivAt_pow 2 x).const_mul c2)).fun_add
    ((hasDerivAt_pow 3 x).const_mul c3)).fun_add ((hasDerivAt_pow 4 x).const_mul c4)
  refine h.congr_deriv ?_
  simp only [quartic]
  norm_num
  ring

/-- A cubic has energies `a`, `b` and slopes `s`, `t` at the ends of `[0,1]` exactly when it is
`hermiteCubic a b s t`. -/
theorem matches_iff_eq_hermiteCubic (a b s t c0 c1 c2 c3 : ℝ) :
    (quartic c0 c1 c2 c3 0 0 = a ∧ quartic c0 c1 c2 c3 0 1 = b ∧
      HasDerivAt (quartic c0 c1 c2 c3 0) s 0 ∧ HasDerivAt (quartic c0 c1 c2 c3 0) t 1) ↔
    quartic c0 c1 c2 c3 0 = hermiteCubic a b s t := by
  constructor
  · rintro ⟨h0, h1, hs, ht⟩
    have e0 : c0 = a := by simpa [quartic] using h0
    have e1 : c0 + c1 + c2 + c3 = b := by simpa [quartic] using h1
    have e2 : s = c1 := by simpa [quartic] using hs.unique (hasDerivAt_quartic _ _ _ _ _ _)
    have e3 : t = c1 + 2 * c2 + 3 * c3 := by
      simpa [quartic] using ht.unique (hasDerivAt_quartic _ _ _ _ _ _)
    have k2 : c2 = 3 * (b - a) - 2 * s - t := by linarith
    have k3 : c3 = s + t - 2 * (b - a) := by linarith
    unfold hermiteCubic
    rw [← k2, ← k3, e0, e2]
  · intro h
    rw [h]
    unfold hermiteCubic
    refine ⟨by simp only [quartic]; ring, by simp only [quartic]; ring, ?_, ?_⟩
    · exact (hasDerivAt_quartic _ _ _ _ _ 0).congr_deriv (by simp only [quartic]; ring)
    · exact (hasDerivAt_quartic _ _ _ _ _ 1).congr_deriv (by simp only [quartic]; ring)
```

## Four continuous derivatives along the segment

`ContDiffOn ℝ 4 E (Icc 0 1)` says that the energy varies smoothly as the densities are mixed. By hand, it is what permits four rounds of Rolle's theorem.

Fix $0<x<1$ and choose $K$ so that $E(x)-p(x)=Kx^2(1-x)^2$. Put
$$q(z)=p(z)+Kz^2(1-z)^2,\qquad g=E-q .$$
The added term and its slope vanish at both ends, so $g(0)=g(x)=g(1)=0$ and $g'(0)=g'(1)=0$. Then:

- $g'$ also vanishes at some $u_1\in(0,x)$ and $u_2\in(x,1)$.
- Between the zeros $0<u_1<u_2<1$ of $g'$ lie zeros $v_1<v_2<v_3$ of $g''$.
- Between those lie zeros $w_1<w_2$ of $g'''$, and between these a zero $\xi$ of $g''''$.

Since $q''''=24K$, we get $E''''(\xi)=24K$, and therefore
$$E(x)-p(x)=\frac{E''''(\xi)}{24}\,x^2(1-x)^2 .$$
At $x=0$ and $x=1$ both sides are zero, and any interior $\xi$ serves.

In the proof, `rolle_quartic` performs one Rolle step: if the $k$-th derivative of $E$ equals a quartic at two points, the next derivatives agree at some point in between. Smoothness enters there, through the differentiability of each derivative of order below four. `cubic_remainder` calls it eight times, with the points named as above; its `c2` and `c3` are the coefficients of $q$, so they include $K$.

Without this smoothness the estimate can fail. For $E(x)=|x-\tfrac12|^3$ the fourth derivative is zero wherever it exists, yet the cubic gives $-\tfrac1{16}$ at $x=\tfrac12$, where $E=0$.

```lean
/-- If a derivative of order below four of a `C⁴` energy agrees with a quartic at two points of
`[0,1]`, then the next derivatives of both agree somewhere in between. -/
theorem rolle_quartic {E : ℝ → ℝ} (hE : ContDiffOn ℝ 4 E (Icc 0 1)) {k : ℕ} (hk : k < 4)
    {c0 c1 c2 c3 c4 a b : ℝ} (ha : 0 ≤ a) (hab : a < b) (hb : b ≤ 1)
    (h1 : iteratedDerivWithin k E (Icc 0 1) a = quartic c0 c1 c2 c3 c4 a)
    (h2 : iteratedDerivWithin k E (Icc 0 1) b = quartic c0 c1 c2 c3 c4 b) :
    ∃ c ∈ Ioo a b, iteratedDerivWithin (k + 1) E (Icc 0 1) c =
      quartic c1 (2 * c2) (3 * c3) (4 * c4) 0 c := by
  have hd : ∀ y ∈ Icc (0 : ℝ) 1, HasDerivWithinAt
      (fun z => iteratedDerivWithin k E (Icc 0 1) z - quartic c0 c1 c2 c3 c4 z)
      (iteratedDerivWithin (k + 1) E (Icc 0 1) y -
        quartic c1 (2 * c2) (3 * c3) (4 * c4) 0 y) (Icc 0 1) y := by
    intro y hy
    have h := hE.differentiableOn_iteratedDerivWithin (m := k) (by exact_mod_cast hk)
      (uniqueDiffOn_Icc zero_lt_one)
    rw [iteratedDerivWithin_succ]
    exact (h y hy).hasDerivWithinAt.fun_sub (hasDerivAt_quartic _ _ _ _ _ y).hasDerivWithinAt
  obtain ⟨c, hc, h⟩ := exists_hasDerivAt_eq_zero
    (f := fun z => iteratedDerivWithin k E (Icc 0 1) z - quartic c0 c1 c2 c3 c4 z)
    (f' := fun z => iteratedDerivWithin (k + 1) E (Icc 0 1) z -
      quartic c1 (2 * c2) (3 * c3) (4 * c4) 0 z) hab
    (fun y hy => (hd y ⟨ha.trans hy.1, hy.2.trans hb⟩).continuousWithinAt.mono
      (Icc_subset_Icc ha hb))
    (by simp only [h1, h2, sub_self])
    (fun y hy => (hd y ⟨ha.trans hy.1.le, hy.2.le.trans hb⟩).hasDerivAt
      (Icc_mem_nhds (ha.trans_lt hy.1) (hy.2.trans_le hb)))
  exact ⟨c, hc, sub_eq_zero.mp h⟩

/-- For a `C⁴` energy and `x` in `[0,1]`, the error of the cubic model is `x²(1-x)²/24` times the
fourth derivative of the energy at some interior point. -/
theorem cubic_remainder {E : ℝ → ℝ} (hE : ContDiffOn ℝ 4 E (Icc 0 1)) {x : ℝ}
    (hx : x ∈ Icc (0 : ℝ) 1) : ∃ ξ ∈ Ioo (0 : ℝ) 1, E x - lineSearchCubic E x =
      iteratedDerivWithin 4 E (Icc 0 1) ξ / 24 * (x ^ 2 * (1 - x) ^ 2) := by
  rcases eq_or_lt_of_le hx.1 with h | h0
  · subst h
    exact ⟨1 / 2, by constructor <;> norm_num, by
      simp only [lineSearchCubic, hermiteCubic, quartic]; ring⟩
  rcases eq_or_lt_of_le hx.2 with h | h1
  · subst h
    exact ⟨1 / 2, by constructor <;> norm_num, by
      simp only [lineSearchCubic, hermiteCubic, quartic]; ring⟩
  have hne : x ^ 2 * (1 - x) ^ 2 ≠ 0 := by
    have : 0 < 1 - x := by linarith
    positivity
  -- choose K so that the corrected model is also exact at x
  obtain ⟨K, hK⟩ : ∃ K, E x - lineSearchCubic E x = K * (x ^ 2 * (1 - x) ^ 2) :=
    ⟨_, (div_mul_cancel₀ _ hne).symm⟩
  obtain ⟨s, hs⟩ : ∃ s, s = derivWithin E (Icc 0 1) 0 := ⟨_, rfl⟩
  obtain ⟨t, ht⟩ : ∃ t, t = derivWithin E (Icc 0 1) 1 := ⟨_, rfl⟩
  simp only [lineSearchCubic, hermiteCubic, quartic, ← hs, ← ht] at hK
  obtain ⟨c2, hc2⟩ : ∃ c, c = 3 * (E 1 - E 0) - 2 * s - t + K := ⟨_, rfl⟩
  obtain ⟨c3, hc3⟩ : ∃ c, c = s + t - 2 * (E 1 - E 0) - 2 * K := ⟨_, rfl⟩
  have z0 : iteratedDerivWithin 0 E (Icc 0 1) 0 = quartic (E 0) s c2 c3 K 0 := by
    rw [iteratedDerivWithin_zero]; simp only [quartic]; ring
  have zx : iteratedDerivWithin 0 E (Icc 0 1) x = quartic (E 0) s c2 c3 K x := by
    rw [iteratedDerivWithin_zero]; simp only [quartic, hc2, hc3]; linear_combination hK
  have z1 : iteratedDerivWithin 0 E (Icc 0 1) 1 = quartic (E 0) s c2 c3 K 1 := by
    rw [iteratedDerivWithin_zero]; simp only [quartic, hc2, hc3]; ring
  have d0 : iteratedDerivWithin 1 E (Icc 0 1) 0 =
      quartic s (2 * c2) (3 * c3) (4 * K) 0 0 := by
    rw [iteratedDerivWithin_one, ← hs]; simp only [quartic]; ring
  have d1 : iteratedDerivWithin 1 E (Icc 0 1) 1 =
      quartic s (2 * c2) (3 * c3) (4 * K) 0 1 := by
    rw [iteratedDerivWithin_one, ← ht]; simp only [quartic, hc2, hc3]; ring
  -- Rolle's theorem, order by order
  obtain ⟨u1, hu1, e1⟩ := rolle_quartic hE (k := 0) (by norm_num) le_rfl h0 h1.le z0 zx
  obtain ⟨u2, hu2, e2⟩ := rolle_quartic hE (k := 0) (by norm_num) h0.le h1 le_rfl zx z1
  obtain ⟨v1, hv1, f1⟩ := rolle_quartic hE (k := 1) (by norm_num) le_rfl hu1.1
    (by linarith [hu1.2]) d0 e1
  obtain ⟨v2, hv2, f2⟩ := rolle_quartic hE (k := 1) (by norm_num) hu1.1.le
    (hu1.2.trans hu2.1) hu2.2.le e1 e2
  obtain ⟨v3, hv3, f3⟩ := rolle_quartic hE (k := 1) (by norm_num) (by linarith [hu2.1])
    hu2.2 le_rfl e2 d1
  obtain ⟨w1, hw1, g1⟩ := rolle_quartic hE (k := 2) (by norm_num) hv1.1.le
    (hv1.2.trans hv2.1) (by linarith [hv2.2, hu2.2]) f1 f2
  obtain ⟨w2, hw2, g2⟩ := rolle_quartic hE (k := 2) (by norm_num)
    (by linarith [hv2.1, hu1.1]) (hv2.2.trans hv3.1) hv3.2.le f2 f3
  obtain ⟨ξ, hξ, e⟩ := rolle_quartic hE (k := 3) (by norm_num) (by linarith [hw1.1, hv1.1])
    (hw1.2.trans hw2.1) (by linarith [hw2.2, hv3.2]) g1 g2
  have e' : iteratedDerivWithin 4 E (Icc 0 1) ξ = 24 * K := by
    refine e.trans ?_
    simp only [quartic]
    ring
  refine ⟨ξ, ⟨by linarith [hξ.1, hw1.1, hv1.1], by linarith [hξ.2, hw2.2, hv3.2]⟩, ?_⟩
  rw [e']
  simp only [lineSearchCubic, hermiteCubic, quartic, ← hs, ← ht]
  linear_combination hK
```

## A bound M on the fourth derivative, and x between 0 and 1

In Kohn–Sham theory at fixed nuclei, the one-electron energy is linear and the Hartree energy quadratic in the density matrix. $M$ therefore bounds the fourth-order variation of the exchange-correlation energy along the segment. It is assumed here, not derived from a functional.

By hand, $|E''''(\xi)|\le M$ turns the remainder into the first inequality below. The second follows from $x(1-x)=\tfrac14-(x-\tfrac12)^2\le\tfrac14$:
$$|E(x)-p(x)|\le\frac{Mx^2(1-x)^2}{24}\le\frac{M}{384}.$$

`cubic_error_bound` proves both parts. It applies `hM` at $\xi$, and also uses it to obtain $M\ge0$; `q0`, `q1` and `q2` carry the estimate of $x(1-x)$.

Without a known $M$ the remainder formula still holds but gives no number. Outside $[0,1]$ the weight $x^2(1-x)^2$ grows without limit, so the uniform bound does not extend to all $x$.

```lean
/-- If the energy is `C⁴` on `[0,1]` with fourth derivative bounded by `M`, the cubic model errs
there by at most `M x²(1-x)²/24`, which is at most `M/384`. -/
theorem cubic_error_bound {E : ℝ → ℝ} {M : ℝ} (hE : ContDiffOn ℝ 4 E (Icc 0 1))
    (hM : ∀ y ∈ Icc (0 : ℝ) 1, |iteratedDerivWithin 4 E (Icc 0 1) y| ≤ M) {x : ℝ}
    (hx : x ∈ Icc (0 : ℝ) 1) :
    |E x - lineSearchCubic E x| ≤ M * x ^ 2 * (1 - x) ^ 2 / 24 ∧
      M * x ^ 2 * (1 - x) ^ 2 / 24 ≤ M / 384 := by
  obtain ⟨ξ, hξ, h⟩ := cubic_remainder hE hx
  have hb := abs_le.mp (hM ξ ⟨hξ.1.le, hξ.2.le⟩)
  have hM0 : 0 ≤ M := (abs_nonneg _).trans (hM x hx)
  have hw : 0 ≤ x ^ 2 * (1 - x) ^ 2 := by positivity
  constructor
  · have l := mul_le_mul_of_nonneg_right hb.1 hw
    have u := mul_le_mul_of_nonneg_right hb.2 hw
    rw [h, abs_le]
    constructor <;> linarith
  · -- x(1-x) is at most 1/4
    have q0 : 0 ≤ x * (1 - x) := mul_nonneg hx.1 (by linarith [hx.2])
    have q1 : x * (1 - x) ≤ 1 / 4 := by nlinarith [sq_nonneg (x - 1 / 2)]
    have q2 : (x * (1 - x)) ^ 2 ≤ 1 / 16 := by nlinarith
    have q3 := mul_le_mul_of_nonneg_left q2 hM0
    linarith
```

## A step that minimises the cubic over the whole segment

`IsMinOn` means that $x$ gives the lowest model energy on $[0,1]$, ends included. For any other $y$ in the segment,
$$E(x)\le p(x)+\tfrac{M}{384}\le p(y)+\tfrac{M}{384}\le E(y)+\tfrac{M}{192}.$$
The hypothesis supplies the middle inequality, which is `m` in the proof. A merely stationary point of the cubic would not do, since it may be a maximum.

```lean
/-- If the energy is `C⁴` on `[0,1]` with fourth derivative bounded by `M`, a minimizer of the cubic
model there has a true energy at most `M/192` above that of any other point of the segment. -/
theorem cubic_minimizer_energy {E : ℝ → ℝ} {M : ℝ} (hE : ContDiffOn ℝ 4 E (Icc 0 1))
    (hM : ∀ y ∈ Icc (0 : ℝ) 1, |iteratedDerivWithin 4 E (Icc 0 1) y| ≤ M) {x y : ℝ}
    (hx : x ∈ Icc (0 : ℝ) 1) (hmin : IsMinOn (lineSearchCubic E) (Icc 0 1) x)
    (hy : y ∈ Icc (0 : ℝ) 1) : E x ≤ E y + M / 192 := by
  have bx := cubic_error_bound hE hM hx
  have hy' := cubic_error_bound hE hM hy
  have m : lineSearchCubic E x ≤ lineSearchCubic E y := isMinOn_iff.mp hmin y hy
  linarith [(abs_le.mp bx.1).2, (abs_le.mp hy'.1).1, bx.2, hy'.2]
```

## A quartic profile, where the bound is attained

If $E$ is a polynomial of degree at most four, subtracting $c_4x^2(1-x)^2$ leaves a cubic with the same endpoint data, which must be $p$. The error is therefore exactly $c_4x^2(1-x)^2$, while $E''''=24c_4$. With $M=24|c_4|$ the first inequality becomes an equality at every $x$, so the constant $1/24$ is sharp.

`quartic_error_exact` differentiates four times through `step`, then computes the error directly from the coefficients. For a general profile $E''''$ varies, and the first inequality need not be an equality.

```lean
/-- A quartic energy profile has fourth derivative `24 c4` on `[0,1]`, and its cubic model errs by
exactly `c4 x²(1-x)²`. -/
theorem quartic_error_exact (c0 c1 c2 c3 c4 : ℝ) :
    (∀ y ∈ Icc (0 : ℝ) 1,
      iteratedDerivWithin 4 (quartic c0 c1 c2 c3 c4) (Icc 0 1) y = 24 * c4) ∧
    ∀ x, quartic c0 c1 c2 c3 c4 x - lineSearchCubic (quartic c0 c1 c2 c3 c4) x =
      c4 * (x ^ 2 * (1 - x) ^ 2) := by
  have hd : ∀ a0 a1 a2 a3 a4 : ℝ, ∀ y ∈ Icc (0 : ℝ) 1,
      derivWithin (quartic a0 a1 a2 a3 a4) (Icc 0 1) y =
        quartic a1 (2 * a2) (3 * a3) (4 * a4) 0 y := fun a0 a1 a2 a3 a4 y hy =>
    (hasDerivAt_quartic a0 a1 a2 a3 a4 y).hasDerivWithinAt.derivWithin
      (uniqueDiffOn_Icc zero_lt_one y hy)
  constructor
  · have step : ∀ (k : ℕ) (a0 a1 a2 a3 a4 : ℝ),
        (∀ y ∈ Icc (0 : ℝ) 1, iteratedDerivWithin k (quartic c0 c1 c2 c3 c4) (Icc 0 1) y =
          quartic a0 a1 a2 a3 a4 y) →
        ∀ y ∈ Icc (0 : ℝ) 1, iteratedDerivWithin (k + 1) (quartic c0 c1 c2 c3 c4) (Icc 0 1) y =
          quartic a1 (2 * a2) (3 * a3) (4 * a4) 0 y := by
      intro k a0 a1 a2 a3 a4 h y hy
      rw [iteratedDerivWithin_succ, derivWithin_congr h (h y hy)]
      exact hd _ _ _ _ _ y hy
    intro y hy
    have h0 := step 0 c0 c1 c2 c3 c4 (fun z _ => by rw [iteratedDerivWithin_zero])
    refine (step 3 _ _ _ _ _ (step 2 _ _ _ _ _ (step 1 _ _ _ _ _ h0)) y hy).trans ?_
    simp only [quartic]
    ring
  · intro x
    unfold lineSearchCubic
    rw [hd _ _ _ _ _ 0 (by simp), hd _ _ _ _ _ 1 (by simp)]
    simp only [hermiteCubic, quartic]
    ring
```

## Functional derivatives at the two densities

Now let the energy be a functional `En` on a real normed space `V`, with $E(x)=En(D_0+x(D_1-D_0))$. The hypotheses `h₀` and `h₁` say that `En` has derivatives $F_0$ and $F_1$ at the two densities; physically, for a closed shell with a spin-summed density matrix, each is the map $\Delta D\mapsto\operatorname{tr}(H\,\Delta D)$, with $H$ the Kohn–Sham matrix at that density. By the chain rule the endpoint slopes are $F_0(D_1-D_0)$ and $F_1(D_1-D_0)$.

`derivWithin_segmentEnergy` is that chain rule, and `damping_error_bound` substitutes the slopes into the earlier bound. Smoothness and $M$ are still assumed along the segment.

`HasFDerivAt` asks for differentiability in every direction of `V`, including those that leave the physical densities. Without it, `cubic_error_bound` still applies to `segmentEnergy`, with one-sided slopes along the segment.

For Kohn–Sham optimal damping, the result controls the energy error of a one-parameter line search between two fixed densities; it does not address convergence of the self-consistent iteration.

```lean
variable {V : Type*} [NormedAddCommGroup V] [NormedSpace ℝ V]

/-- The energy functional along the damping segment from density `D₀` to density `D₁`. -/
def segmentEnergy (En : V → ℝ) (D₀ D₁ : V) (x : ℝ) : ℝ := En (D₀ + x • (D₁ - D₀))

/-- The slope of the energy along the segment is the derivative of the functional applied to the
density change. -/
theorem derivWithin_segmentEnergy {En : V → ℝ} {D₀ D₁ : V} {F : V →L[ℝ] ℝ} {x : ℝ}
    (hx : x ∈ Icc (0 : ℝ) 1) (hF : HasFDerivAt En F (D₀ + x • (D₁ - D₀))) :
    derivWithin (segmentEnergy En D₀ D₁) (Icc 0 1) x = F (D₁ - D₀) := by
  have hl : HasDerivAt (fun t : ℝ => D₀ + t • (D₁ - D₀)) (D₁ - D₀) x := by
    simpa using ((hasDerivAt_id' x).smul_const (D₁ - D₀)).const_add D₀
  exact (hF.comp_hasDerivAt x hl).hasDerivWithinAt.derivWithin
    (uniqueDiffOn_Icc zero_lt_one x hx)

/-- If the energy is `C⁴` along the segment with fourth derivative bounded by `M`, the cubic built
from the energies and functional derivatives `F₀`, `F₁` at the two end densities reproduces the
energy of the damped density to within `M x²(1-x)²/24`. -/
theorem damping_error_bound {En : V → ℝ} {D₀ D₁ : V} {F₀ F₁ : V →L[ℝ] ℝ} {M : ℝ}
    (h₀ : HasFDerivAt En F₀ D₀) (h₁ : HasFDerivAt En F₁ D₁)
    (hE : ContDiffOn ℝ 4 (segmentEnergy En D₀ D₁) (Icc 0 1))
    (hM : ∀ y ∈ Icc (0 : ℝ) 1,
      |iteratedDerivWithin 4 (segmentEnergy En D₀ D₁) (Icc 0 1) y| ≤ M)
    {x : ℝ} (hx : x ∈ Icc (0 : ℝ) 1) :
    |En (D₀ + x • (D₁ - D₀)) -
      hermiteCubic (En D₀) (En D₁) (F₀ (D₁ - D₀)) (F₁ (D₁ - D₀)) x| ≤
      M * x ^ 2 * (1 - x) ^ 2 / 24 := by
  have s0 := derivWithin_segmentEnergy (En := En) (D₀ := D₀) (D₁ := D₁) (F := F₀) (x := 0)
    (by simp) (by simpa using h₀)
  have s1 := derivWithin_segmentEnergy (En := En) (D₀ := D₀) (D₁ := D₁) (F := F₁) (x := 1)
    (by simp) (by simpa using h₁)
  have v0 : segmentEnergy En D₀ D₁ 0 = En D₀ := by simp [segmentEnergy]
  have v1 : segmentEnergy En D₀ D₁ 1 = En D₁ := by simp [segmentEnergy]
  have h := (cubic_error_bound hE hM hx).1
  unfold lineSearchCubic at h
  rw [s0, s1, v0, v1] at h
  exact h

end

end CubicLineSearch
```

```lean
#print axioms CubicLineSearch.cubic_error_bound
#print axioms CubicLineSearch.cubic_minimizer_energy
#print axioms CubicLineSearch.quartic_error_exact
#print axioms CubicLineSearch.damping_error_bound
```

```
'CubicLineSearch.cubic_error_bound' depends on axioms: [propext, Classical.choice, Quot.sound]
'CubicLineSearch.cubic_minimizer_energy' depends on axioms: [propext, Classical.choice, Quot.sound]
'CubicLineSearch.quartic_error_exact' depends on axioms: [propext, Classical.choice, Quot.sound]
'CubicLineSearch.damping_error_bound' depends on axioms: [propext, Classical.choice, Quot.sound]
```
